# The soft-photon factor is invariant under null rotations of the charged momenta exactly when charge is conserved

In a tree-level calculation of soft-photon emission, one can add a multiple of the photon momentum \(k\) to the polarization vector \(e\) so that \(e\) becomes orthogonal to the momentum of one charged particle. That particle's term then drops out of the sum over emitters. The step is legitimate only if the sum as a whole does not notice the change of \(e\), and this is where charge conservation enters.

The same change of \(e\) appears when the process is viewed from another frame. Some Lorentz transformations leave \(k\) alone but turn \(e\) into \(e\) plus a multiple of \(k\). If the soft factor depended on that multiple, observers who agree on the photon momentum would disagree about the emission amplitude.

## How the soft factor shifts

Write \(x\cdot y=x_0y_0-x_1y_1-x_2y_2-x_3y_3\) for four-vectors, with no complex conjugation, and take
\[
k=(1,0,0,1),\qquad e=(0,1,i,0).
\]
The letter \(e\) always means the polarization vector, never the elementary charge. Particle \(j\) has real momentum \(p_j\) with \(p_j\cdot k\neq0\), and real signed charge \(Q_j\): its charge if it is outgoing, minus its charge if it is incoming. Charge conservation therefore reads \(\sum_jQ_j=0\). The soft factor is
\[
S(p)=\sum_j Q_j\,\frac{p_j\cdot e}{p_j\cdot k}.
\]

For real \(a,b\), the null rotation \(L(a,b)\) acts on a four-vector \(x\) as follows. Put \(u=x_0-x_3\) and \(\delta=ax_1+bx_2+\tfrac12(a^2+b^2)u\). Then
\[
L(a,b)x=(x_0+\delta,\;x_1+au,\;x_2+bu,\;x_3+\delta).
\]

**The metric is preserved.** Let \(y\) be a second vector, with \(v=y_0-y_3\) and \(\eta=ay_1+by_2+\tfrac12(a^2+b^2)v\). The time and third components contribute
\[
(x_0+\delta)(y_0+\eta)-(x_3+\delta)(y_3+\eta)=x_0y_0-x_3y_3+u\eta+v\delta,
\]
and the transverse components contribute
\[
(x_1+au)(y_1+av)+(x_2+bu)(y_2+bv)=x_1y_1+x_2y_2+v(ax_1+bx_2)+u(ay_1+by_2)+(a^2+b^2)uv.
\]
The extra terms in the second line equal \(u\eta+v\delta\), so they cancel in the difference and \(Lx\cdot Ly=x\cdot y\).

**The photon momentum is fixed and the polarization is shifted.** For \(x=k\), both \(u\) and \(\delta\) vanish, so \(Lk=k\). For \(x=e\), \(u=0\) and \(\delta=a+ib\), so \(Le=e+(a+ib)k\).

**The momenta.** Since \(L\) preserves products and fixes \(k\), \((Lp)\cdot k=p\cdot k=p_0-p_3\). Also \(p\cdot e=-p_1-ip_2\), and therefore
\[
(Lp)\cdot e=-(p_1+a\,p\cdot k)-i(p_2+b\,p\cdot k)=p\cdot e-(a+ib)\,p\cdot k .
\]
Rotating the momenta thus has the same effect as replacing \(e\) by \(e-(a+ib)k\). Because \(a+ib\) can be any complex number, the choice \(a+ib=(p_j\cdot e)/(p_j\cdot k)\) for one particle \(j\) removes that particle's term.

**The sum.** Dividing by \(p_j\cdot k\), multiplying by \(Q_j\) and summing gives
\[
S(Lp)=S(p)-(a+ib)\sum_jQ_j .
\]
If \((a,b)\neq(0,0)\), the prefactor is nonzero, and \(S(Lp)=S(p)\) holds exactly when \(\sum_jQ_j=0\). One nontrivial rotation already forces charge conservation, and charge conservation gives invariance under all of them.

The vector \(e\) has \(e\cdot e^*=-2\). With the normalized polarization \(e/\sqrt2\), the soft factor is \(S/\sqrt2\) and its change is \(-(a+ib)\sum_jQ_j/\sqrt2\), so the condition is the same.

## Vectors, rotation and soft factor in Lean

```lean
import Mathlib

open Matrix

namespace SoftPhotonNullRotation

noncomputable section
```

The Minkowski product is defined over any commutative ring, so that one definition serves both real momenta and complex polarizations. It fixes the signature \((+,-,-,-)\).

```lean
/-- The Minkowski product of two four-vectors, with signature (+,-,-,-). -/
def mdot {R : Type*} [CommRing R] (x y : Fin 4 → R) : R :=
  x 0 * y 0 - x 1 * y 1 - x 2 * y 2 - x 3 * y 3
```

The components are numbered 0 to 3, as above. The photon has unit energy and moves along the third axis; another energy \(\omega\) would divide the soft factor by \(\omega\) and leave the condition for invariance unchanged.

```lean
/-- The photon momentum `k = (1,0,0,1)`, along the third axis. -/
def photonMomentum : Fin 4 → ℝ := ![1, 0, 0, 1]

/-- The circular polarization vector `e = (0,1,i,0)`, not normalized. -/
def polarization : Fin 4 → ℂ := ![0, 1, Complex.I, 0]
```

Momenta are real, and `complexify` regards them as complex vectors when they are contracted with \(e\).

```lean
/-- A real four-vector regarded as a complex one. -/
def complexify (p : Fin 4 → ℝ) : Fin 4 → ℂ := fun i => (p i : ℂ)
```

The null rotation is an explicit real matrix. Its rows are the coefficients of \(x_0,\dots,x_3\) in the component formula for \(L(a,b)x\).

```lean
/-- The null rotation `L(a,b)` about the photon momentum, as a real matrix. -/
def nullRotation (a b : ℝ) : Matrix (Fin 4) (Fin 4) ℝ :=
  !![1 + (a ^ 2 + b ^ 2) / 2, a, b, -((a ^ 2 + b ^ 2) / 2);
     a, 1, 0, -a;
     b, 0, 1, -b;
     (a ^ 2 + b ^ 2) / 2, a, b, 1 - (a ^ 2 + b ^ 2) / 2]
```

In the soft factor, the particles are labelled by a finite type `ι`, and `Q` and `p` assign a signed charge and a four-vector to each label. Neither a mass shell nor momentum conservation is imposed. Lean assigns the value zero to a quotient with zero denominator, so the theorems about the soft factor assume \(p_j\cdot k\neq0\) for every \(j\). Physically, this excludes a massless charged particle moving parallel to the photon, where the emission amplitude has a collinear singularity.

```lean
/-- The soft factor `∑ Q_j (p_j·e)/(p_j·k)` for signed charges `Q_j` and momenta `p_j`; a term with
`p_j·k = 0` counts as zero. -/
def softFactor {ι : Type*} [Fintype ι] (Q : ι → ℝ) (p : ι → Fin 4 → ℝ) : ℂ :=
  ∑ j, (Q j : ℂ) * mdot (complexify (p j)) polarization
    / ((mdot (p j) photonMomentum : ℝ) : ℂ)
```

## Null rotations fix the photon and shift its polarization

The first theorem is the component formula. The proof treats the four components separately, expands the matrix product and compares polynomials with `ring`.

```lean
/-- The components of a four-vector after the null rotation `L(a,b)`. -/
theorem nullRotation_mulVec (a b : ℝ) (x : Fin 4 → ℝ) :
    nullRotation a b *ᵥ x =
      ![x 0 + (a * x 1 + b * x 2) + (a ^ 2 + b ^ 2) / 2 * (x 0 - x 3),
        x 1 + a * (x 0 - x 3),
        x 2 + b * (x 0 - x 3),
        x 3 + (a * x 1 + b * x 2) + (a ^ 2 + b ^ 2) / 2 * (x 0 - x 3)] := by
  ext i
  fin_cases i <;>
    simp [nullRotation, Matrix.mulVec, dotProduct, Fin.sum_univ_four] <;> ring
```

With that formula available, preservation of the metric is a polynomial identity in \(a\), \(b\) and the components of `x` and `y`. The call to `ring` performs the cancellation of \(u\eta+v\delta\) found above.

```lean
/-- Null rotations preserve the Minkowski product. -/
theorem mdot_nullRotation (a b : ℝ) (x y : Fin 4 → ℝ) :
    mdot (nullRotation a b *ᵥ x) (nullRotation a b *ᵥ y) = mdot x y := by
  simp only [mdot, nullRotation_mulVec, Matrix.cons_val]
  ring
```

Substituting \(k\) into the component formula gives \(Lk=k\).

```lean
/-- Null rotations leave the photon momentum fixed. -/
theorem nullRotation_photonMomentum (a b : ℝ) :
    nullRotation a b *ᵥ photonMomentum = photonMomentum := by
  rw [nullRotation_mulVec]
  ext i
  fin_cases i <;> simp [photonMomentum]
```

Null rotations compose by adding their parameters, so they commute, and \(L(-a,-b)\) undoes \(L(a,b)\). They are the translation-like part of the little group of \(k\), the group of Lorentz transformations that fix the photon momentum. The proof compares all sixteen matrix entries.

```lean
/-- Two null rotations compose by adding their parameters. -/
theorem nullRotation_mul (a b c d : ℝ) :
    nullRotation a b * nullRotation c d = nullRotation (a + c) (b + d) := by
  ext i j
  fin_cases i <;> fin_cases j <;>
    simp [nullRotation, Matrix.mul_apply, Fin.sum_univ_four] <;> ring
```

To act on the complex vector \(e\), the real matrix is first mapped entry by entry into the complex numbers. The statement is then \(Le=e+(a+ib)k\), checked component by component.

```lean
/-- The null rotation `L(a,b)` sends the polarization `e` to `e + (a + ib) k`. -/
theorem nullRotation_polarization (a b : ℝ) :
    (nullRotation a b).map (fun r : ℝ => (r : ℂ)) *ᵥ polarization =
      polarization + ((a : ℂ) + b * Complex.I) • complexify photonMomentum := by
  ext i
  fin_cases i <;>
    simp [nullRotation, polarization, complexify, photonMomentum, Matrix.mulVec,
      dotProduct, Fin.sum_univ_four]
```

The next theorem supplies the hypothesis \(p_j\cdot k\neq0\) for massive charged particles. If \(p\cdot k=0\), then \(p_0=p_3\), and so \(p\cdot p=-p_1^2-p_2^2\le0\), which contradicts a timelike \(p\). In Lean, `linarith` obtains the equality of the components, and `nlinarith` uses the two squares to reach the contradiction.

```lean
/-- A timelike momentum has a nonzero product with the photon momentum. -/
theorem mdot_photonMomentum_ne_zero (p : Fin 4 → ℝ) (hp : 0 < mdot p p) :
    mdot p photonMomentum ≠ 0 := by
  intro h
  simp only [mdot, photonMomentum, Matrix.cons_val] at h hp
  have h03 : p 0 = p 3 := by linarith
  rw [h03] at hp
  nlinarith [mul_self_nonneg (p 1), mul_self_nonneg (p 2)]
```

The composition law, the shift of \(e\) and the result for timelike momenta give the physical setting; the proofs that follow do not call on them.

## From the shift to charge conservation

The central formula is \(S(Lp)=S(p)-(a+ib)\sum_jQ_j\), for any finite set of particles and any real \(a,b\). Its proof has two auxiliary statements. The first, `hk`, is \((Lx)\cdot k=x\cdot k\), obtained by applying metric preservation to \(x\) and \(k\) and then using \(Lk=k\). The second, `he`, is the shift of the numerator, \((Lx)\cdot e=x\cdot e-(a+ib)\,x\cdot k\), obtained from the components.

The remaining steps bring the right-hand side under one sum and compare the terms for each \(j\). The nonzero denominator `hj` permits multiplication by \(p_j\cdot k\), after which `ring` finishes the comparison.

```lean
/-- If every `p_j·k` is nonzero, rotating all momenta by `L(a,b)` changes the soft factor
by `-(a + ib)` times the sum of the signed charges. -/
theorem softFactor_nullRotation {ι : Type*} [Fintype ι] (Q : ι → ℝ)
    (p : ι → Fin 4 → ℝ) (hp : ∀ j, mdot (p j) photonMomentum ≠ 0) (a b : ℝ) :
    softFactor Q (fun j => nullRotation a b *ᵥ p j) =
      softFactor Q p - ((a : ℂ) + b * Complex.I) * ∑ j, (Q j : ℂ) := by
  -- the denominators are invariant, because the rotation fixes k
  have hk : ∀ x : Fin 4 → ℝ,
      mdot (nullRotation a b *ᵥ x) photonMomentum = mdot x photonMomentum := by
    intro x
    have h := mdot_nullRotation a b x photonMomentum
    rwa [nullRotation_photonMomentum] at h
  -- the numerators are shifted by a multiple of the denominators
  have he : ∀ x : Fin 4 → ℝ,
      mdot (complexify (nullRotation a b *ᵥ x)) polarization =
        mdot (complexify x) polarization
          - ((a : ℂ) + b * Complex.I) * ((mdot x photonMomentum : ℝ) : ℂ) := by
    intro x
    simp only [mdot, complexify, nullRotation_mulVec, polarization, photonMomentum,
      Matrix.cons_val]
    push_cast
    ring
  simp only [softFactor]
  rw [Finset.mul_sum, ← Finset.sum_sub_distrib]
  refine Finset.sum_congr rfl fun j _ => ?_
  have hj : ((mdot (p j) photonMomentum : ℝ) : ℂ) ≠ 0 :=
    Complex.ofReal_ne_zero.mpr (hp j)
  rw [hk, he, div_eq_iff hj, sub_mul, div_mul_cancel₀ _ hj]
  ring
```

For a single rotation, the assumption `a ≠ 0 ∨ b ≠ 0` says that the rotation is not the identity. The statement `hc` turns this into \(a+ib\neq0\) by reading off real and imaginary parts. The chain of rewrites then follows the argument above: \(S-X=S\) means \(X=0\), a product vanishes only if a factor does, and the first factor is nonzero. What is left is \(\sum_jQ_j=0\), first as a complex equation and then as a real one.

```lean
/-- If every `p_j·k` is nonzero, invariance of the soft factor under one null rotation with
`(a,b) ≠ (0,0)` is equivalent to the vanishing of the sum of signed charges. -/
theorem softFactor_invariant_single_iff {ι : Type*} [Fintype ι] (Q : ι → ℝ)
    (p : ι → Fin 4 → ℝ) (hp : ∀ j, mdot (p j) photonMomentum ≠ 0)
    (a b : ℝ) (hab : a ≠ 0 ∨ b ≠ 0) :
    softFactor Q (fun j => nullRotation a b *ᵥ p j) = softFactor Q p ↔
      ∑ j, Q j = 0 := by
  have hc : (a : ℂ) + b * Complex.I ≠ 0 := by
    intro h
    have hre : a = 0 := by simpa using congrArg Complex.re h
    have him : b = 0 := by simpa using congrArg Complex.im h
    exact hab.elim (fun ha => ha hre) (fun hb => hb him)
  rw [softFactor_nullRotation Q p hp, sub_eq_self, mul_eq_zero, or_iff_right hc,
    ← Complex.ofReal_sum, Complex.ofReal_eq_zero]
```

The last theorem concerns all null rotations at once, for a given set of momenta. From invariance to charge conservation, the proof uses only the rotation with \(a=1\), \(b=0\). In the other direction, it inserts \(\sum_jQ_j=0\) into the shift formula, and the extra term disappears for every \(a\) and \(b\).

```lean
/-- For momenta with every `p_j·k` nonzero, the soft factor is unchanged under all null
rotations of the momenta if and only if the signed charges sum to zero. -/
theorem softFactor_invariant_iff {ι : Type*} [Fintype ι] (Q : ι → ℝ)
    (p : ι → Fin 4 → ℝ) (hp : ∀ j, mdot (p j) photonMomentum ≠ 0) :
    (∀ a b : ℝ, softFactor Q (fun j => nullRotation a b *ᵥ p j) = softFactor Q p) ↔
      ∑ j, Q j = 0 := by
  constructor
  · intro h
    -- one nontrivial rotation is enough
    exact (softFactor_invariant_single_iff Q p hp 1 0 (Or.inl one_ne_zero)).mp (h 1 0)
  · intro hQ a b
    rw [softFactor_nullRotation Q p hp, ← Complex.ofReal_sum, hQ, Complex.ofReal_zero,
      mul_zero, sub_zero]

end

end SoftPhotonNullRotation
```

```lean
#print axioms SoftPhotonNullRotation.nullRotation_mul
#print axioms SoftPhotonNullRotation.nullRotation_polarization
#print axioms SoftPhotonNullRotation.mdot_photonMomentum_ne_zero
#print axioms SoftPhotonNullRotation.softFactor_invariant_iff
```

```
'SoftPhotonNullRotation.nullRotation_mul' depends on axioms: [propext, Classical.choice, Quot.sound]
'SoftPhotonNullRotation.nullRotation_polarization' depends on axioms: [propext, Classical.choice, Quot.sound]
'SoftPhotonNullRotation.mdot_photonMomentum_ne_zero' depends on axioms: [propext, Classical.choice, Quot.sound]
'SoftPhotonNullRotation.softFactor_invariant_iff' depends on axioms: [propext, Classical.choice, Quot.sound]
```

## What the equivalence says about soft emission

The theorems concern the function \(S\). To apply them to scattering, one needs the soft limit of tree-level QED: as the photon energy \(\omega\) goes to zero, the leading part of the emission amplitude is \(S/\omega\), up to constant factors, times the amplitude without the photon. This factorization is an input from perturbation theory. For an emitted photon it is usually written with \(e^*\) in place of \(e\); since charges and momenta are real, this replaces \(S\) by its complex conjugate and leaves the condition for invariance unchanged.

Given that input, the shift formula is the Ward identity at leading order in the soft limit: putting \(k\) in place of \(e\) turns the soft factor into \(\sum_jQ_j\), which vanishes when charge is conserved. The Ward identity for a photon of arbitrary energy involves the full amplitude, including emission from internal lines, and needs a separate argument. For numerical work with tree-level soft factors, the equivalence gives a simple check within the same limit: take the third axis along the photon momentum, keep \(e\) fixed and rotate all charged momenta by one nontrivial \(L(a,b)\); any change in \(S\) beyond rounding means either that the signed charges entered do not sum to zero (because of a wrong charge, a wrong sign or a missing emitter, for example) or that the rotation or the soft factor has been evaluated incorrectly.
